# The cusped 1s function exp(−r) has radial Fourier transform 8π/(1+q²)², which falls only as q⁻⁴

How fast the plane-wave coefficients of an orbital fall with wave number governs how high the cutoff must be for a given accuracy. The function $e^{-r}$ dies off quickly in space and looks harmless, but its coefficients have an algebraic tail: at large wave number $q$, doubling $q$ reduces them only by a factor of about sixteen. The tail comes from the non-zero slope at the nucleus. For finite sums of decaying exponentials, removing that slope gains at least two powers of $q$. The projector augmented-wave (PAW) method also gives the plane waves a function without the cusp, but it is not modelled here. Zero slope alone does not make the function smooth in three dimensions: a $q^{-6}$ tail can remain.

```lean
import Mathlib

open Real Filter Topology MeasureTheory Set

namespace CuspPlaneWaveDecay

noncomputable section
```

## The radial transform and the functions it acts on

For a spherical function $f(r)$, the angular integral of $e^{-i\mathbf q\cdot\mathbf r}$ is $4\pi\sin(qr)/(qr)$. The three-dimensional transform therefore becomes

$$\hat f(q)=\int f(r)\,e^{-i\mathbf q\cdot\mathbf r}\,d^3r=\frac{4\pi}{q}\int_0^\infty r f(r)\sin(qr)\,dr .$$

The Lean definition is the right-hand side; the angular reduction is done only here, by hand. The formula is meant for $q\neq0$: at $q=0$ Lean's division by zero makes the definition return 0, not the integral of $f$. The convention has no factor of $(2\pi)^{-3/2}$ and no cell volume.

```lean
/-- The three-dimensional Fourier transform of an integrable spherical function `f`, reduced to a
radial integral at wave number `q ≠ 0`. At `q = 0` the value is `0` by Lean's convention for
division by zero. -/
def radialFourier (f : ℝ → ℝ) (q : ℝ) : ℝ :=
  4 * π / q * ∫ r in Ioi (0 : ℝ), r * f r * sin (q * r)
```

The functions treated are finite sums of 1s Slater functions,

$$\varphi(r)=\sum_i c_i e^{-\kappa_i r},$$

with real coefficients $c_i$ and exponents $\kappa_i$. The index `i` runs over any finite type `ι`. The theorems on the transform assume $\kappa_i>0$, so that every term decays away from the nucleus, as a bound state does.

```lean
/-- A finite sum of 1s Slater functions with coefficients `c` and exponents `κ`. -/
def slaterSum {ι : Type*} [Fintype ι] (c κ : ι → ℝ) (r : ℝ) : ℝ :=
  ∑ i, c i * exp (-κ i * r)
```

## The sine integral of one exponential

The integral will be found from an antiderivative made of $e^{-\kappa r}$, linear functions of $r$, and sines and cosines. Two derivatives are needed: $(e^{-\kappa r})'=-\kappa e^{-\kappa r}$ and $(ar+b)'=a$.

```lean
private lemma hasDerivAt_decay (κ r : ℝ) :
    HasDerivAt (fun x : ℝ => exp (-κ * x)) (exp (-κ * r) * (-κ)) r :=
  (((hasDerivAt_id' r).const_mul (-κ)).congr_deriv (mul_one _)).exp

private lemma hasDerivAt_line (a b r : ℝ) : HasDerivAt (fun x : ℝ => a * x + b) a r :=
  (((hasDerivAt_id' r).const_mul a).add_const b).congr_deriv (mul_one _)
```

The antiderivative must also vanish at infinity. For $\kappa>0$, $r^n e^{-\kappa r}\to0$ for every natural number $n$. This follows from the case $\kappa=1$ by rescaling $r$.

```lean
private lemma tendsto_decay {κ : ℝ} (hκ : 0 < κ) (n : ℕ) :
    Tendsto (fun r : ℝ => r ^ n * exp (-κ * r)) atTop (𝓝 0) := by
  have h := ((Real.tendsto_pow_mul_exp_neg_atTop_nhds_zero n).comp
    (tendsto_id.const_mul_atTop hκ)).const_mul ((κ ^ n)⁻¹)
  rw [mul_zero] at h
  refine h.congr (fun r => ?_)
  show (κ ^ n)⁻¹ * ((κ * r) ^ n * exp (-(κ * r))) = r ^ n * exp (-κ * r)
  have hn : κ ^ n ≠ 0 := pow_ne_zero n hκ.ne'
  rw [neg_mul, mul_pow, ← mul_assoc, ← mul_assoc, inv_mul_cancel₀ hn, one_mul]
```

The cases $n=1$ and $n=0$ together give $e^{-\kappa r}(ar+b)\to0$.

```lean
private lemma tendsto_line {κ : ℝ} (hκ : 0 < κ) (a b : ℝ) :
    Tendsto (fun r : ℝ => exp (-κ * r) * (a * r + b)) atTop (𝓝 0) := by
  have h := ((tendsto_decay hκ 1).const_mul a).add ((tendsto_decay hκ 0).const_mul b)
  rw [mul_zero, mul_zero, add_zero] at h
  exact h.congr (fun r => by ring)
```

Multiplying by a sine or cosine, which is at most 1 in absolute value, leaves the limit at zero.

```lean
private lemma tendsto_mul_bounded {u s : ℝ → ℝ} (hu : Tendsto u atTop (𝓝 0))
    (hs : ∀ r, |s r| ≤ 1) : Tendsto (fun r => u r * s r) atTop (𝓝 0) := by
  have h : Tendsto (fun r => ‖u r‖) atTop (𝓝 0) := by simpa using hu.norm
  refine squeeze_zero_norm (fun r => ?_) h
  rw [norm_mul]
  exact mul_le_of_le_one_right (norm_nonneg _) (hs r)
```

The integrand is bounded by its envelope, $|re^{-\kappa r}\sin(qr)|\le re^{-\kappa r}$ for $r>0$. The envelope is non-negative and has the antiderivative $-e^{-\kappa r}(r/\kappa+1/\kappa^2)$, which tends to zero, so it is integrable. `Integrable.mono'` carries integrability over to the oscillating integrand.

```lean
/-- The radial integrand of a 1s Slater function with exponent `κ > 0` is integrable over the
half-line. -/
theorem integrableOn_slater {κ : ℝ} (hκ : 0 < κ) (q : ℝ) :
    IntegrableOn (fun r : ℝ => r * exp (-κ * r) * sin (q * r)) (Ioi 0) := by
  -- the envelope is non-negative and has an antiderivative with a limit at infinity
  have henv : IntegrableOn (fun r : ℝ => r * exp (-κ * r)) (Ioi 0) := by
    have ht : κ * κ⁻¹ = 1 := mul_inv_cancel₀ hκ.ne'
    refine integrableOn_Ioi_deriv_of_nonneg' (fun r _ => ?_) (fun r hr => ?_)
      (tendsto_line hκ (-κ⁻¹) (-κ⁻¹ ^ 2))
    · refine ((hasDerivAt_decay κ r).fun_mul
        (hasDerivAt_line (-κ⁻¹) (-κ⁻¹ ^ 2) r)).congr_deriv ?_
      linear_combination (exp (-κ * r) * r + exp (-κ * r) * κ⁻¹) * ht
    · have hr' : 0 < r := hr
      positivity
  refine Integrable.mono' henv
    (by fun_prop : Continuous fun r : ℝ =>
      r * exp (-κ * r) * sin (q * r)).aestronglyMeasurable ?_
  refine (ae_restrict_iff' measurableSet_Ioi).2 (Eventually.of_forall fun r hr => ?_)
  have hr' : 0 < r := hr
  have h0 : 0 ≤ r * exp (-κ * r) := by positivity
  rw [norm_mul, Real.norm_of_nonneg h0]
  exact mul_le_of_le_one_right h0 (abs_sin_le_one _)
```

Now put $t=1/(q^2+\kappa^2)$ and consider

$$F(r)=e^{-\kappa r}\Big[\big(-\kappa t\,r+(q^2-\kappa^2)t^2\big)\sin qr+\big(-qt\,r-2\kappa q\,t^2\big)\cos qr\Big].$$

In $F'(r)$ the factor multiplying $e^{-\kappa r}\sin qr$ is

$$(q^2+\kappa^2)t\,r+\kappa(q^2+\kappa^2)t^2-\kappa t=r,$$

and the factor multiplying $e^{-\kappa r}\cos qr$ is

$$q(q^2+\kappa^2)t^2-qt=0 .$$

Hence $F'(r)=re^{-\kappa r}\sin qr$. Since $F(\infty)=0$ and $F(0)=-2\kappa q\,t^2$,

$$\int_0^\infty re^{-\kappa r}\sin(qr)\,dr=\frac{2\kappa q}{(q^2+\kappa^2)^2}.$$

In the proof, `hderiv` is the differentiation, with `linear_combination` using only $(q^2+\kappa^2)t=1$, and `hlim` is the limit at infinity.

```lean
/-- For `κ > 0`, the sine integral of `r exp(-κ r)` over the half-line is `2 κ q / (q² + κ²)²`. -/
theorem integral_slater {κ : ℝ} (hκ : 0 < κ) (q : ℝ) :
    ∫ r in Ioi (0 : ℝ), r * exp (-κ * r) * sin (q * r)
      = 2 * κ * q / (q ^ 2 + κ ^ 2) ^ 2 := by
  have hD : q ^ 2 + κ ^ 2 ≠ 0 := by positivity
  obtain ⟨t, htdef⟩ : ∃ t, t = (q ^ 2 + κ ^ 2)⁻¹ := ⟨_, rfl⟩
  have ht : (q ^ 2 + κ ^ 2) * t = 1 := by rw [htdef]; exact mul_inv_cancel₀ hD
  -- antiderivative: exp(-κ r) times linear functions multiplying sine and cosine
  have hderiv : ∀ r ∈ Ici (0 : ℝ), HasDerivAt
      (fun r : ℝ => exp (-κ * r) * ((-κ * t) * r + (q ^ 2 - κ ^ 2) * t ^ 2) * sin (q * r)
        + exp (-κ * r) * ((-q * t) * r + (-2 * κ * q * t ^ 2)) * cos (q * r))
      (r * exp (-κ * r) * sin (q * r)) r := by
    intro r _
    have hq := ((hasDerivAt_id' r).const_mul q).congr_deriv (mul_one q)
    refine ((((hasDerivAt_decay κ r).fun_mul (hasDerivAt_line _ _ r)).fun_mul hq.sin).fun_add
      (((hasDerivAt_decay κ r).fun_mul (hasDerivAt_line _ _ r)).fun_mul hq.cos)).congr_deriv ?_
    linear_combination (exp (-κ * r) * sin (q * r) * (r + κ * t)
      + exp (-κ * r) * cos (q * r) * (q * t)) * ht
  have hlim := (tendsto_mul_bounded (tendsto_line hκ (-κ * t) ((q ^ 2 - κ ^ 2) * t ^ 2))
    (fun r => abs_sin_le_one (q * r))).add
    (tendsto_mul_bounded (tendsto_line hκ (-q * t) (-2 * κ * q * t ^ 2))
    (fun r => abs_cos_le_one (q * r)))
  rw [integral_Ioi_of_hasDerivAt_of_tendsto' hderiv (integrableOn_slater hκ q) hlim,
    div_eq_mul_inv, ← inv_pow, ← htdef]
  simp only [mul_zero, sin_zero, cos_zero, exp_zero]
  ring
```

## The transform of a sum

Each term is integrable, so the sum and the integral may be exchanged. Multiplying by $4\pi/q$ cancels the factor $q$:

$$\hat\varphi(q)=\sum_i c_i\,\frac{8\pi\kappa_i}{(q^2+\kappa_i^2)^2}\qquad(q\neq0).$$

```lean
/-- The radial Fourier transform of a sum of 1s Slater functions with positive exponents, in closed
form for `q ≠ 0`. -/
theorem radialFourier_slaterSum {ι : Type*} [Fintype ι] (c κ : ι → ℝ)
    (hκ : ∀ i, 0 < κ i) {q : ℝ} (hq : q ≠ 0) :
    radialFourier (slaterSum c κ) q
      = ∑ i, c i * (8 * π * κ i / (q ^ 2 + κ i ^ 2) ^ 2) := by
  have h : (fun r => r * slaterSum c κ r * sin (q * r))
      = fun r => ∑ i, c i * (r * exp (-κ i * r) * sin (q * r)) := by
    funext r
    simp only [slaterSum, Finset.mul_sum, Finset.sum_mul]
    exact Finset.sum_congr rfl fun i _ => by ring
  rw [radialFourier, h, MeasureTheory.integral_finsetSum _
    (fun i _ => (integrableOn_slater (hκ i) q).const_mul (c i)), Finset.mul_sum]
  refine Finset.sum_congr rfl fun i _ => ?_
  have hD : q ^ 2 + κ i ^ 2 ≠ 0 := by have := hκ i; positivity
  rw [integral_const_mul, integral_slater (hκ i)]
  field_simp
  ring
```

## The slope at the nucleus fixes the q⁻⁴ tail

Differentiating term by term gives $\varphi'(0)=-\sum_i c_i\kappa_i$. In Lean this is the two-sided derivative of the radial function, continued to negative $r$ by the same formula. A non-zero slope is a cusp of the three-dimensional function at the origin. An s eigenfunction in the Coulomb field of a point nucleus of charge $Z$ has slope $-Z$ times its value at the nucleus (atomic units), and that value is never zero, so it has a cusp; the theorems below take the slope as given and do not use this condition.

```lean
/-- The slope of a sum of 1s Slater functions at the nucleus is `-∑ cᵢ κᵢ`. -/
theorem hasDerivAt_slaterSum {ι : Type*} [Fintype ι] (c κ : ι → ℝ) :
    HasDerivAt (slaterSum c κ) (∑ i, c i * (-κ i)) 0 := by
  have h : HasDerivAt (slaterSum c κ) (∑ i, c i * (exp (-κ i * 0) * (-κ i))) 0 :=
    HasDerivAt.fun_sum fun i _ => (hasDerivAt_decay (κ i) 0).const_mul (c i)
  simpa using h
```

For the tail, write $x_i=q^2/(q^2+\kappa_i^2)$. Then $x_i=1-\kappa_i^2/(q^2+\kappa_i^2)$, which tends to 1 as $q\to\infty$.

```lean
private lemma tendsto_ratio {κ : ℝ} (hκ : 0 < κ) :
    Tendsto (fun q : ℝ => q ^ 2 / (q ^ 2 + κ ^ 2)) atTop (𝓝 1) := by
  have h : Tendsto (fun q : ℝ => q ^ 2 + κ ^ 2) atTop atTop :=
    tendsto_atTop_add_const_right _ _ (tendsto_pow_atTop two_ne_zero)
  have h2 := ((tendsto_inv_atTop_zero.comp h).const_mul (κ ^ 2)).const_sub 1
  rw [mul_zero, sub_zero] at h2
  refine h2.congr (fun q => ?_)
  show 1 - κ ^ 2 * (q ^ 2 + κ ^ 2)⁻¹ = q ^ 2 / (q ^ 2 + κ ^ 2)
  have hD : q ^ 2 + κ ^ 2 ≠ 0 := by positivity
  field_simp
  ring
```

In these variables

$$q^4\hat\varphi(q)=\sum_i 8\pi c_i\kappa_i\,x_i^2\;\longrightarrow\;8\pi\sum_i c_i\kappa_i=-8\pi m,$$

where $m=\varphi'(0)$. The theorem takes the slope as a hypothesis `hm`, and uniqueness of the derivative identifies $m$ with the sum above. The closed form is needed only for $q>0$, which `filter_upwards` supplies for large $q$.

```lean
/-- If a sum of 1s Slater functions with positive exponents has slope `m` at the nucleus, then `q⁴`
times its radial Fourier transform tends to `-8 π m`. -/
theorem tail_of_cusp {ι : Type*} [Fintype ι] (c κ : ι → ℝ) (hκ : ∀ i, 0 < κ i)
    {m : ℝ} (hm : HasDerivAt (slaterSum c κ) m 0) :
    Tendsto (fun q => q ^ 4 * radialFourier (slaterSum c κ) q) atTop (𝓝 (-8 * π * m)) := by
  have h := tendsto_finsetSum Finset.univ (fun i _ =>
    ((tendsto_ratio (hκ i)).pow 2).const_mul (c i * (8 * π * κ i)))
  have e : -8 * π * m = ∑ i, c i * (8 * π * κ i) * 1 ^ 2 := by
    rw [hm.unique (hasDerivAt_slaterSum c κ), Finset.mul_sum]
    exact Finset.sum_congr rfl fun i _ => by ring
  rw [e]
  refine h.congr' ?_
  filter_upwards [eventually_gt_atTop 0] with q hq
  rw [radialFourier_slaterSum c κ hκ hq.ne', Finset.mul_sum]
  exact Finset.sum_congr rfl fun i _ => by rw [div_pow]; ring
```

## Zero slope gains two powers of q

Multiplying by $q^6$ leaves terms that grow as $q^2$. Because $q^2(1-x_i)=\kappa_i^2x_i$,

$$8\pi c_i\kappa_i\,q^2x_i^2=8\pi c_i\kappa_i\,q^2-8\pi c_i\kappa_i^3\,x_i(1+x_i).$$

The first terms on the right add up to $-8\pi q^2\varphi'(0)$, which is zero when the slope vanishes. Since $x_i(1+x_i)\to2$,

$$q^6\hat\varphi(q)\longrightarrow-16\pi\sum_i c_i\kappa_i^3 .$$

The step `key` is this splitting, and `h0` removes the growing part. If $\sum_i c_i\kappa_i^3$ is also zero, the limit is zero and the decay is faster than $q^{-6}$.

```lean
/-- If a sum of 1s Slater functions with positive exponents has zero slope at the nucleus, then `q⁶`
times its radial Fourier transform tends to `-16 π ∑ cᵢ κᵢ³`. -/
theorem tail_of_no_cusp {ι : Type*} [Fintype ι] (c κ : ι → ℝ) (hκ : ∀ i, 0 < κ i)
    (hm : HasDerivAt (slaterSum c κ) 0 0) :
    Tendsto (fun q => q ^ 6 * radialFourier (slaterSum c κ) q) atTop
      (𝓝 (-16 * π * ∑ i, c i * κ i ^ 3)) := by
  have h0 : ∑ i, c i * (-κ i) = 0 := (hasDerivAt_slaterSum c κ).unique hm
  have h := tendsto_finsetSum Finset.univ (fun i _ =>
    ((tendsto_ratio (hκ i)).mul ((tendsto_ratio (hκ i)).add_const 1)).const_mul
      (-8 * π * (c i * κ i ^ 3)))
  have e : -16 * π * ∑ i, c i * κ i ^ 3
      = ∑ i, -8 * π * (c i * κ i ^ 3) * (1 * (1 + 1)) := by
    rw [Finset.mul_sum]
    exact Finset.sum_congr rfl fun i _ => by ring
  rw [e]
  refine h.congr' ?_
  filter_upwards [eventually_gt_atTop 0] with q hq
  -- split off the part growing as q², whose total weight is the vanishing slope
  have key : ∀ i, q ^ 6 * (c i * (8 * π * κ i / (q ^ 2 + κ i ^ 2) ^ 2))
      = -8 * π * (c i * κ i ^ 3) * (q ^ 2 / (q ^ 2 + κ i ^ 2)
        * (q ^ 2 / (q ^ 2 + κ i ^ 2) + 1)) + (-8 * π * q ^ 2) * (c i * (-κ i)) := by
    intro i
    have hD : q ^ 2 + κ i ^ 2 ≠ 0 := by positivity
    field_simp
    ring
  rw [radialFourier_slaterSum c κ hκ hq.ne', Finset.mul_sum,
    Finset.sum_congr rfl (fun i _ => key i), Finset.sum_add_distrib, ← Finset.mul_sum,
    h0, mul_zero, add_zero]
```

The function $e^{-r}-\tfrac12e^{-2r}$ shows that the rate $q^{-6}$ does occur. Its slope is $-1+1=0$, and $\sum_i c_i\kappa_i^3=1-4=-3$, so the limit is $48\pi$. The function is not normalised: its squared norm in three dimensions is $635\pi/864$, and after normalisation the limit is $48\sqrt{864\pi/635}\approx99.2$.

```lean
/-- The combination `exp(-r) - exp(-2r)/2` has zero slope at the nucleus, and `q⁶` times
its radial Fourier transform tends to `48 π`. -/
theorem tail_of_no_cusp_witness :
    HasDerivAt (slaterSum (ι := Fin 2) ![1, -(1 / 2)] ![1, 2]) 0 0 ∧
    Tendsto (fun q => q ^ 6 * radialFourier (slaterSum (ι := Fin 2) ![1, -(1 / 2)] ![1, 2]) q)
      atTop (𝓝 (48 * π)) := by
  have hs : HasDerivAt (slaterSum (ι := Fin 2) ![1, -(1 / 2)] ![1, 2]) 0 0 := by
    refine (hasDerivAt_slaterSum (ι := Fin 2) ![1, -(1 / 2)] ![1, 2]).congr_deriv ?_
    rw [Fin.sum_univ_two]
    show (1 : ℝ) * (-1) + -(1 / 2) * (-2) = 0
    norm_num
  refine ⟨hs, ?_⟩
  have h := tail_of_no_cusp (ι := Fin 2) ![1, -(1 / 2)] ![1, 2]
    (by intro i; fin_cases i <;> simp) hs
  convert h using 2
  rw [Fin.sum_univ_two]
  show 48 * π = -16 * π * ((1 : ℝ) * 1 ^ 3 + -(1 / 2) * 2 ^ 3)
  ring
```

## The 1s function

The function $e^{-r}$ is the sum with one term, $c=\kappa=1$, and its slope is $-1$. The general results become

$$\hat f(q)=\frac{8\pi}{(1+q^2)^2}\quad(q>0),\qquad q^4\hat f(q)\longrightarrow8\pi .$$

For the normalised hydrogen orbital $\pi^{-1/2}e^{-r}$, with $r$ in bohr, the transform is $8\sqrt\pi/(1+q^2)^2$ and the limit is $8\sqrt\pi$. In Lean the single term is indexed by `Unit`, and the two parts of the theorem follow from `radialFourier_slaterSum` and `tail_of_cusp`.

```lean
/-- The radial Fourier transform of the cusped 1s function `exp(-r)` is `8π/(1+q²)²` for
`q > 0`, and `q⁴` times it tends to `8π` as `q` grows. -/
theorem cusped_1s_transform :
    (∀ q : ℝ, 0 < q → radialFourier (fun r => exp (-r)) q = 8 * π / (1 + q ^ 2) ^ 2) ∧
    Tendsto (fun q => q ^ 4 * radialFourier (fun r => exp (-r)) q) atTop (𝓝 (8 * π)) := by
  have h1 : (fun r : ℝ => exp (-r)) = slaterSum (fun _ : Unit => 1) (fun _ => 1) := by
    funext r
    simp [slaterSum]
  rw [h1]
  constructor
  · intro q hq
    rw [radialFourier_slaterSum _ _ (fun _ => one_pos) hq.ne']
    simp [add_comm]
  · have h := tail_of_cusp (fun _ : Unit => 1) (fun _ => 1) (fun _ => one_pos)
      (hasDerivAt_slaterSum _ _)
    simpa using h

end

end CuspPlaneWaveDecay
```

```lean
#print axioms CuspPlaneWaveDecay.cusped_1s_transform
```

```
'CuspPlaneWaveDecay.cusped_1s_transform' depends on axioms: [propext, Classical.choice, Quot.sound]
```
